# The J₁-J₂ Heisenberg Hamiltonian of four spins 1/2 on a ring as spin exchanges plus a constant

Four spins 1/2 sit on a ring, with real couplings J₁ between neighbours and J₂ between opposite sites; the sum over sites counts each side once and each diagonal twice. The lemma `hamiltonian_apply` gives each amplitude of Hψ, with spins in units of ħ: J₁/2 times the sum of the four amplitudes with two neighbouring spins exchanged, plus J₂ times the sum of the two with opposite spins exchanged, minus (J₁ + J₂) times the original amplitude. It holds for any complex amplitudes ψ, normalised or not. The proof writes out the sum over sites, replaces each scalar product of two spins by half their exchange minus one quarter with `spin_exchange`, and leaves the algebra to `ring`.

The first attempt, which Lean rejects:

```lean
import Mathlib

open Complex

namespace HamiltonianApply

noncomputable section

/-- Amplitudes of four spins 1/2; at each site 0 means up and 1 means down. -/
abbrev State := Fin 2 → Fin 2 → Fin 2 → Fin 2 → ℂ

/-- The spin-1/2 matrices for the x, y and z components, in units of ħ. -/
def spinHalf : Fin 3 → Matrix (Fin 2) (Fin 2) ℂ :=
  ![!![0, 1/2; 1/2, 0], !![0, -I/2; I/2, 0], !![1/2, 0; 0, -1/2]]

/-- Component `α` of the spin at site `i`. -/
def spin (α : Fin 3) (i : Fin 4) (ψ : State) : State := fun a b c d =>
  ![∑ x, spinHalf α a x * ψ x b c d, ∑ x, spinHalf α b x * ψ a x c d,
    ∑ x, spinHalf α c x * ψ a b x d, ∑ x, spinHalf α d x * ψ a b c x] i

/-- The scalar product of the spins at sites `i` and `j`. -/
def bond (i j : Fin 4) (ψ : State) : State := fun a b c d =>
  ∑ α, spin α i (spin α j ψ) a b c d

/-- The sum over `i` mod 4 of `J₁ S_i·S_(i+1) + J₂ S_i·S_(i+2)`. -/
def hamiltonian (J₁ J₂ : ℝ) (ψ : State) : State := fun a b c d =>
  ∑ i : Fin 4, ((J₁ : ℂ) * bond i (i + 1) ψ a b c d + (J₂ : ℂ) * bond i (i + 2) ψ a b c d)

/-- The scalar product of two spins 1/2 is half their exchange minus one quarter. -/
theorem spin_exchange (f : Fin 2 → Fin 2 → ℂ) (a b : Fin 2) :
    ∑ α, ∑ x, spinHalf α a x * (∑ y, spinHalf α b y * f x y) = f b a / 2 - f a b / 4 := by
  revert a b
  simp only [Fin.forall_fin_two]
  refine ⟨⟨?_, ?_⟩, ?_, ?_⟩ <;> simp [spinHalf, Fin.sum_univ_three, Fin.sum_univ_two]
  · linear_combination (f 1 1 / 4) * I_sq
  · linear_combination (-f 1 0 / 4) * I_sq
  · linear_combination (-f 0 1 / 4) * I_sq
  · linear_combination (f 0 0 / 4) * I_sq

/-- The Hamiltonian exchanges spins along the four sides and the two diagonals. -/
theorem hamiltonian_apply (J₁ J₂ : ℝ) (ψ : State) (a b c d : Fin 2) :
    hamiltonian J₁ J₂ ψ a b c d =
      J₁ / 2 * (ψ b a c d + ψ a c b d + ψ a b d c + ψ d b c a)
        + J₂ * (ψ c b a d + ψ a d c b) - (J₁ + J₂) * ψ a b c d := by
  simp only [hamiltonian, Fin.sum_univ_four]
  simp only [bond, spin, Matrix.cons_val, spin_exchange]
  ring

end

end HamiltonianApply
```

The error:

```
Try this:
  [apply] ring_nf
  
  The `ring` tactic failed to close the goal. Use `ring_nf` to obtain a normal form.
    
  Note that `ring` works primarily in *commutative* rings. If you have a noncommutative ring, abelian group or module, consider using `noncomm_ring`, `abel` or `module` instead.
Main.lean:44:66: error: unsolved goals
J₁ J₂ : ℝ
ψ : State
a b c d : Fin 2
⊢ ↑J₁ *
                    ∑ x,
                      ∑ x_1,
                        spinHalf x a x_1 *
                          ![∑ x_2, spinHalf x x_1 x_2 * ψ x_2 b c d, ∑ x_2, spinHalf x b x_2 * ψ x_1 x_2 c d,
                              ∑ x_2, spinHalf x c x_2 * ψ x_1 b x_2 d, ∑ x_2, spinHalf x d x_2 * ψ x_1 b c x_2]
                            (0 + 1) +
                  ↑J₁ *
                    ∑ x,
                      ∑ x_1,
                        spinHalf x b x_1 *
                          ![∑ x_2, spinHalf x a x_2 * ψ x_2 x_1 c d, ∑ x_2, spinHalf x x_1 x_2 * ψ a x_2 c d,
                              ∑ x_2, spinHalf x c x_2 * ψ a x_1 x_2 d, ∑ x_2, spinHalf x d x_2 * ψ a x_1 c x_2]
                            (1 + 1) +
                ↑J₁ *
                  ∑ x,
                    ∑ x_1,
                      spinHalf x c x_1 *
                        ![∑ x_2, spinHalf x a x_2 * ψ x_2 b x_1 d, ∑ x_2, spinHalf x b x_2 * ψ a x_2 x_1 d,
                            ∑ x_2, spinHalf x x_1 x_2 * ψ a b x_2 d, ∑ x_2, spinHalf x d x_2 * ψ a b x_1 x_2]
                          (2 + 1) +
              ↑J₁ *
                ∑ x,
                  ∑ x_1,
                    spinHalf x d x_1 *
                      ![∑ x_2, spinHalf x a x_2 * ψ x_2 b c x_1, ∑ x_2, spinHalf x b x_2 * ψ a x_2 c x_1,
                          ∑ x_2, spinHalf x c x_2 * ψ a b x_2 x_1, ∑ x_2, spinHalf x x_1 x_2 * ψ a b c x_2]
                        (3 + 1) +
            ↑J₂ *
              ∑ x,
                ∑ x_1,
                  spinHalf x a x_1 *
                    ![∑ x_2, spinHalf x x_1 x_2 * ψ x_2 b c d, ∑ x_2, spinHalf x b x_2 * ψ x_1 x_2 c d,
                        ∑ x_2, spinHalf x c x_2 * ψ x_1 b x_2 d, ∑ x_2, spinHalf x d x_2 * ψ x_1 b c x_2]
                      (0 + 2) +
          ↑J₂ *
            ∑ x,
              ∑ x_1,
                spinHalf x b x_1 *
                  ![∑ x_2, spinHalf x a x_2 * ψ x_2 x_1 c d, ∑ x_2, spinHalf x x_1 x_2 * ψ a x_2 c d,
                      ∑ x_2, spinHalf x c x_2 * ψ a x_1 x_2 d, ∑ x_2, spinHalf x d x_2 * ψ a x_1 c x_2]
                    (1 + 2) +
        ↑J₂ *
          ∑ x,
            ∑ x_1,
              spinHalf x c x_1 *
                ![∑ x_2, spinHalf x a x_2 * ψ x_2 b x_1 d, ∑ x_2, spinHalf x b x_2 * ψ a x_2 x_1 d,
                    ∑ x_2, spinHalf x x_1 x_2 * ψ a b x_2 d, ∑ x_2, spinHalf x d x_2 * ψ a b x_1 x_2]
                  (2 + 2) +
      ↑J₂ *
        ∑ x,
          ∑ x_1,
            spinHalf x d x_1 *
              ![∑ x_2, spinHalf x a x_2 * ψ x_2 b c x_1, ∑ x_2, spinHalf x b x_2 * ψ a x_2 c x_1,
                  ∑ x_2, spinHalf x c x_2 * ψ a b x_2 x_1, ∑ x_2, spinHalf x x_1 x_2 * ψ a b c x_2]
                (3 + 2) =
    ↑J₁ * ψ b a c d * (1 / 2) + ↑J₁ * ψ a c b d * (1 / 2) + ↑J₁ * ψ a b d c * (1 / 2) + ↑J₁ * ψ d b c a * (1 / 2) -
            ↑J₁ * ψ a b c d +
          ↑J₂ * ψ c b a d +
        ↑J₂ * ψ a d c b -
      ↑J₂ * ψ a b c d
Main.lean:46:42: warning: This simp argument is unused:
  spin_exchange

Hint: Omit it from the simp argument list.
  [apply] simp only [bond, spin, Matrix.cons_val]

Note: This linter can be disabled with `set_option linter.unusedSimpArgs false`
```

As a diff, the version that Lean accepts:

```diff
@@ -43,5 +43,9 @@
       J₁ / 2 * (ψ b a c d + ψ a c b d + ψ a b d c + ψ d b c a)
         + J₂ * (ψ c b a d + ψ a d c b) - (J₁ + J₂) * ψ a b c d := by
-  simp only [hamiltonian, Fin.sum_univ_four]
+  -- neighbours on the ring, mod 4
+  have e : (0 + 1 : Fin 4) = 1 ∧ (1 + 1 : Fin 4) = 2 ∧ (2 + 1 : Fin 4) = 3 ∧
+      (3 + 1 : Fin 4) = 0 ∧ (0 + 2 : Fin 4) = 2 ∧ (1 + 2 : Fin 4) = 3 ∧
+      (2 + 2 : Fin 4) = 0 ∧ (3 + 2 : Fin 4) = 1 := by decide
+  simp only [hamiltonian, Fin.sum_univ_four, e]
   simp only [bond, spin, Matrix.cons_val, spin_exchange]
   ring
```

Diagnosis. The error shows what was left when `ring` failed: every term on the left still looks up an entry of a four-entry list at an unevaluated index such as `0 + 1` or `3 + 2`. `Matrix.cons_val` had picked the entry where the index was a plain numeral, but not at these sums. So the inner sum over spin states that `spin_exchange` expects never came into view, and the lemma matched nothing, which is why the warning calls it unused. `ring` can't evaluate such lookups or apply the exchange identity, so it couldn't close the goal.

The repair adds `e`, eight additions mod 4 proved by `decide`, and gives it to the first `simp only`. The indices become numerals, `Matrix.cons_val` picks the entries, `spin_exchange` applies, and `ring` finishes. The warning's hint to drop `spin_exchange` is not followed, since the proof needs it. The added comment only explains `e`.
